# With a positive definite metric, the density-fitted exchange matrix of a density $CC^T$ factorizes and is positive semidefinite

Density-fitted integrals contain the inverse of the auxiliary metric $V$, and a factor $W$ of that inverse splits them into products of three-index quantities. The relation between $V$ and $W$ is written here as $WW^TV=1$ and not as $WW^T=V^{-1}$. Lean assigns the zero matrix as the inverse of a singular matrix, so the second form would admit a singular $V$ with $W=0$; the first excludes it. The fitted integrals themselves still contain the inverse $V^{-1}$.

## Real numbers, finite sums, and a free tensor $T$

The indices $m,l,n,s$ label basis functions (type `ν`), $i,j$ occupied orbitals (`o`), $P,Q$ auxiliary functions (`α`), and $R$ the columns of $W$ (`ρ`). Physically, $T_{ml}^P$ is the three-index Coulomb integral of the product of functions $m$ and $l$ with auxiliary function $P$, $V_{PQ}$ is the two-index Coulomb integral between auxiliary functions, and $C_{li}$ is an orbital coefficient. The definitions are

$$(ml,ns)=\sum_{PQ}T_{ml}^P(V^{-1})_{PQ}T_{ns}^Q,\qquad K_{mn}=\sum_{ls}D_{ls}(ml,ns),\qquad B_{mi}^R=\sum_{lP}C_{li}T_{ml}^PW_{PR}.$$

```lean
import Mathlib

open Matrix

namespace DensityFittedExchange

noncomputable section

variable {ν o α ρ : Type*} [Fintype ν] [Fintype o] [Fintype α] [Fintype ρ] [DecidableEq α]

/-- The fitted integral `(ml,ns) = ∑ T_ml^P (V⁻¹)_PQ T_ns^Q`. -/
def fittedIntegral (T : ν → ν → α → ℝ) (V : Matrix α α ℝ) (m l n s : ν) : ℝ :=
  ∑ P, ∑ Q, T m l P * V⁻¹ P Q * T n s Q

/-- The exchange matrix `K_mn = ∑ D_ls (ml,ns)` built from fitted integrals. -/
def exchange (T : ν → ν → α → ℝ) (V : Matrix α α ℝ) (D : Matrix ν ν ℝ) : Matrix ν ν ℝ :=
  Matrix.of fun m n => ∑ l, ∑ s, D l s * fittedIntegral T V m l n s

/-- The half-transformed tensor `B_mi^R = ∑ C_li T_ml^P W_PR`. -/
def halfTransformed (T : ν → ν → α → ℝ) (W : Matrix α ρ ℝ) (C : Matrix ν o ℝ)
    (m : ν) (i : o) (R : ρ) : ℝ :=
  ∑ l, ∑ P, C l i * T m l P * W P R
```

Nothing is assumed about `T`, not even $T_{ml}^P=T_{lm}^P$. The results therefore hold for any numerical approximation to the three-index integrals, and say nothing about the accuracy of the fit. Complex orbitals would need adjoints in place of transposes, and infinite sets would need convergence. Finiteness enters the proof whenever sums are reordered; this lemma exchanges two pairs of them.

```lean
/-- Two pairs of finite summations may be exchanged. -/
private lemma sum_pairs_comm {a b c d : Type*} [Fintype a] [Fintype b] [Fintype c] [Fintype d]
    (f : a → b → c → d → ℝ) :
    ∑ x, ∑ y, ∑ z, ∑ w, f x y z w = ∑ z, ∑ w, ∑ x, ∑ y, f x y z w := by
  calc ∑ x, ∑ y, ∑ z, ∑ w, f x y z w
      = ∑ p : a × b, ∑ q : c × d, f p.1 p.2 q.1 q.2 := by
        simp only [Fintype.sum_prod_type]
    _ = ∑ q : c × d, ∑ p : a × b, f p.1 p.2 q.1 q.2 := Finset.sum_comm
    _ = _ := by simp only [Fintype.sum_prod_type]
```

## A metric whose inverse is $WW^T$

The condition `W * Wᵀ * V = 1` stands for a linearly independent auxiliary basis, for which the matrix of Coulomb integrals is positive definite. For square $W$, it can be met exactly when $V$ is positive definite.

Suppose first that $V$ is positive definite, with orthonormal eigenvectors $u_j$ and eigenvalues $e_j>0$. Put $W_{Pj}=u_j(P)/\sqrt{e_j}$. Column $k$ of $VW$ is $\sqrt{e_k}\,u_k$, so $(W^TVW)_{jk}=\sqrt{e_k/e_j}\,\delta_{jk}=\delta_{jk}$. A one-sided inverse of a square matrix is two-sided, hence $WW^TV=1$. In the code these steps are `hVW`, `hone` and `mul_eq_one_comm`.

Conversely, transposing $WW^TV=1$ gives $V^TWW^T=1$. Then $V^T=V^T(WW^TV)=V$, and $V=V^TWW^TV=(W^TV)^T(W^TV)$, so $x^TVx=|W^TVx|^2\ge0$. If this is zero, $x=W(W^TVx)=0$.

```lean
/-- An auxiliary metric `V` has a square factor `W` with `W Wᵀ` inverse to `V` exactly when
`V` is positive definite. -/
theorem posDef_iff_exists_factor (V : Matrix α α ℝ) :
    V.PosDef ↔ ∃ W : Matrix α α ℝ, W * Wᵀ * V = 1 := by
  constructor
  · intro hV
    -- scale each eigenvector of the metric by the inverse root of its eigenvalue
    let u : α → α → ℝ := fun j P => (hV.1.eigenvectorBasis j).ofLp P
    let e : α → ℝ := hV.1.eigenvalues
    have he : ∀ j, 0 < √(e j) := fun j => Real.sqrt_pos.mpr (hV.eigenvalues_pos j)
    have hsq : ∀ j, √(e j) * √(e j) = e j :=
      fun j => Real.mul_self_sqrt (hV.eigenvalues_pos j).le
    have heig : ∀ k P, ∑ Q, V P Q * u k Q = e k * u k P :=
      fun k P => congrFun (hV.1.mulVec_eigenvectorBasis k) P
    have horth : ∀ j k, ∑ P, u j P * u k P = if j = k then 1 else 0 := by
      intro j k
      rw [← orthonormal_iff_ite.mp hV.1.eigenvectorBasis.orthonormal j k, PiLp.inner_apply]
      refine Finset.sum_congr rfl fun P _ => ?_
      simp [u, mul_comm]
    let W : Matrix α α ℝ := Matrix.of fun P j => u j P * (√(e j))⁻¹
    have hVW : ∀ P k, (V * W) P k = √(e k) * u k P := by
      intro P k
      have h1 : (V * W) P k = (∑ Q, V P Q * u k Q) * (√(e k))⁻¹ := by
        rw [Matrix.mul_apply, Finset.sum_mul]
        refine Finset.sum_congr rfl fun Q _ => ?_
        simp only [W, Matrix.of_apply]
        ring
      rw [h1, heig]
      have hs : √(e k) * (√(e k))⁻¹ = 1 := mul_inv_cancel₀ (he k).ne'
      linear_combination (-(u k P * (√(e k))⁻¹)) * hsq k + √(e k) * u k P * hs
    have hone : Wᵀ * (V * W) = 1 := by
      ext j k
      have h1 : (Wᵀ * (V * W)) j k = (√(e j))⁻¹ * √(e k) * ∑ P, u j P * u k P := by
        rw [Matrix.mul_apply, Finset.mul_sum]
        refine Finset.sum_congr rfl fun P _ => ?_
        rw [hVW]
        simp only [W, Matrix.transpose_apply, Matrix.of_apply]
        ring
      rw [h1, horth, Matrix.one_apply]
      by_cases hjk : j = k
      · subst hjk
        simp [(he j).ne']
      · simp [hjk]
    refine ⟨W, ?_⟩
    rw [← Matrix.mul_assoc] at hone
    rw [Matrix.mul_assoc]
    exact mul_eq_one_comm.mp hone
  · rintro ⟨W, hW⟩
    -- the metric is the Gram matrix of `Wᵀ V`
    have ht : Vᵀ * (W * Wᵀ) = 1 := by
      have h := congrArg Matrix.transpose hW
      simpa [Matrix.transpose_mul] using h
    have hG : V = (Wᵀ * V)ᵀ * (Wᵀ * V) := by
      calc V = Vᵀ * (W * Wᵀ) * V := by rw [ht, Matrix.one_mul]
        _ = _ := by
          rw [Matrix.transpose_mul, Matrix.transpose_transpose]
          noncomm_ring
    have hS : Vᵀ = V := by
      calc Vᵀ = Vᵀ * (W * Wᵀ * V) := by rw [hW, Matrix.mul_one]
        _ = Vᵀ * (W * Wᵀ) * V := by noncomm_ring
        _ = V := by rw [ht, Matrix.one_mul]
    rw [Matrix.posDef_iff_dotProduct_mulVec]
    refine ⟨by rw [Matrix.IsHermitian, Matrix.conjTranspose_eq_transpose_of_trivial, hS], ?_⟩
    intro x hx
    have hq : star x ⬝ᵥ V *ᵥ x = ((Wᵀ * V) *ᵥ x) ⬝ᵥ ((Wᵀ * V) *ᵥ x) := by
      conv_lhs => rw [hG]
      rw [star_trivial, ← Matrix.mulVec_mulVec, Matrix.dotProduct_mulVec,
        Matrix.vecMul_transpose]
    have hne : (Wᵀ * V) *ᵥ x ≠ 0 := by
      intro h0
      apply hx
      calc x = (W * Wᵀ * V) *ᵥ x := by rw [hW, Matrix.one_mulVec]
        _ = W *ᵥ ((Wᵀ * V) *ᵥ x) := by rw [Matrix.mulVec_mulVec, Matrix.mul_assoc]
        _ = 0 := by rw [h0, Matrix.mulVec_zero]
    rw [hq]
    refine lt_of_le_of_ne (Finset.sum_nonneg fun i _ => mul_self_nonneg _) fun h => ?_
    exact hne (dotProduct_self_eq_zero.mp h.symm)
```

A two-function metric with an explicit factor shows the condition satisfied:

```lean
/-- The metric with rows `(2,-1)` and `(-1,1)` is inverted by `W Wᵀ`, where `W` has rows
`(1,0)` and `(1,1)`. -/
theorem factor_witness :
    (!![1, 0; 1, 1] : Matrix (Fin 2) (Fin 2) ℝ) * !![1, 0; 1, 1]ᵀ * !![2, -1; -1, 1] = 1 := by
  ext i j
  simp only [Matrix.mul_apply, Fin.sum_univ_two, Matrix.transpose_apply]
  fin_cases i <;> fin_cases j <;> norm_num
```

From here on $W$ may be rectangular, and every theorem assumes $WW^TV=1$, also where its docstring does not repeat it. Inserting $(V^{-1})_{PQ}=\sum_RW_{PR}W_{QR}$ gives

$$(ml,ns)=\sum_R b_{ml}^R\,b_{ns}^R,\qquad b_{ml}^R=\sum_PT_{ml}^PW_{PR}.$$

The proof replaces $V^{-1}$ by `W * Wᵀ` through `Matrix.inv_eq_left_inv`, then expands the products and reorders the finite sums.

```lean
variable {T : ν → ν → α → ℝ} {V : Matrix α α ℝ} {W : Matrix α ρ ℝ}

omit [Fintype ν] in
/-- Each fitted integral is a sum over `R` of products of two three-index factors. -/
theorem fittedIntegral_eq (hW : W * Wᵀ * V = 1) (m l n s : ν) :
    fittedIntegral T V m l n s =
      ∑ R, (∑ P, T m l P * W P R) * (∑ Q, T n s Q * W Q R) := by
  have h : V⁻¹ = W * Wᵀ := Matrix.inv_eq_left_inv hW
  simp_rw [fittedIntegral, h, Matrix.mul_apply, Matrix.transpose_apply, Finset.sum_mul_sum,
    Finset.mul_sum, Finset.sum_mul]
  symm
  refine Finset.sum_comm.trans (Finset.sum_congr rfl fun P _ => ?_)
  refine Finset.sum_comm.trans (Finset.sum_congr rfl fun Q _ => ?_)
  exact Finset.sum_congr rfl fun R _ => by ring
```

Without the condition, positivity can fail: one function of each kind with $T=C=1$ and $V=-1$ gives $K=-1$. A truncated pseudoinverse of a nearly dependent metric is not the $V^{-1}$ of these definitions, but the results apply to it once the auxiliary functions are replaced by the retained eigenvectors of $V$, provided their eigenvalues are positive.

## A density of the form $CC^T$

The hypothesis $D_{ls}=\sum_iC_{li}C_{si}$ describes occupied real orbitals; non-negative occupation numbers can be absorbed into the columns of $C$. Orthonormality is not required. In the theorems the product `C * Cᵀ` takes the place of `D`. By hand,

$$K_{mn}=\sum_{ls}\sum_iC_{li}C_{si}\sum_Rb_{ml}^Rb_{ns}^R
=\sum_{iR}\Big(\sum_lC_{li}b_{ml}^R\Big)\Big(\sum_sC_{si}b_{ns}^R\Big)
=\sum_{iR}B_{mi}^RB_{ni}^R.$$

The proof writes $B$ in terms of $b$ (`hB`), keeps $b$ closed as a single symbol, and reorders with `sum_pairs_comm`.

```lean
/-- The fitted exchange matrix of the density `C Cᵀ` is
`K_mn = ∑ B_mi^R B_ni^R`, summed over `i` and `R`. -/
theorem exchange_factorization (hW : W * Wᵀ * V = 1) (C : Matrix ν o ℝ) (m n : ν) :
    exchange T V (C * Cᵀ) m n =
      ∑ i, ∑ R, halfTransformed T W C m i R * halfTransformed T W C n i R := by
  have hB : ∀ k i R, halfTransformed T W C k i R = ∑ l, C l i * ∑ P, T k l P * W P R := by
    intro k i R
    simp only [halfTransformed, Finset.mul_sum, mul_assoc]
  simp only [exchange, Matrix.of_apply, fittedIntegral_eq hW, hB, Matrix.mul_apply,
    Matrix.transpose_apply]
  -- keep the three-index factors closed while the sums are reordered
  generalize hb : (fun k l R => ∑ P, T k l P * W P R) = b
  have hb' : ∀ k l R, ∑ P, T k l P * W P R = b k l R := fun k l R => by rw [← hb]
  simp only [hb', Finset.sum_mul_sum]
  refine (sum_pairs_comm _).trans ?_
  refine Finset.sum_congr rfl fun i _ => Finset.sum_congr rfl fun R _ => ?_
  exact Finset.sum_congr rfl fun l _ => Finset.sum_congr rfl fun s _ => by ring
```

This is the form in which Hartree–Fock and hybrid-functional programs can assemble exchange from half-transformed integrals, here for real orbitals in a finite basis with one global metric.

For a real vector $x$, the factorization gives

$$\sum_{mn}x_mK_{mn}x_n=\sum_{iR}\Big(\sum_mx_mB_{mi}^R\Big)^2 .$$

```lean
/-- The quadratic form of the fitted exchange matrix is a sum of squares of contracted
half-transformed tensors. -/
theorem exchange_quadratic_form (hW : W * Wᵀ * V = 1) (C : Matrix ν o ℝ) (x : ν → ℝ) :
    x ⬝ᵥ exchange T V (C * Cᵀ) *ᵥ x =
      ∑ i, ∑ R, (∑ m, x m * halfTransformed T W C m i R) ^ 2 := by
  simp only [dotProduct, Matrix.mulVec, exchange_factorization hW, sq,
    Finset.mul_sum, Finset.sum_mul]
  refine (sum_pairs_comm _).trans ?_
  refine Finset.sum_congr rfl fun i _ => Finset.sum_congr rfl fun R _ => ?_
  exact Finset.sum_congr rfl fun m _ => Finset.sum_congr rfl fun n _ => by ring
```

The right-hand side is non-negative, and $K_{mn}=K_{nm}$ because the two factors $B$ commute. `PosSemidef` contains both statements, since Hermitian means symmetric for real matrices.

```lean
/-- If `W Wᵀ V = 1`, the fitted exchange matrix of the density `C Cᵀ` is symmetric positive
semidefinite. -/
theorem exchange_posSemidef (hW : W * Wᵀ * V = 1) (C : Matrix ν o ℝ) :
    (exchange T V (C * Cᵀ)).PosSemidef := by
  refine Matrix.PosSemidef.of_dotProduct_mulVec_nonneg ?_ fun x => ?_
  · ext m n
    simp only [Matrix.conjTranspose_apply, star_trivial, exchange_factorization hW, mul_comm]
  · rw [star_trivial, exchange_quadratic_form hW]
    positivity
```

With one function of each kind, $V=v>0$, $T=t$ and $C=c$, one may take $W=1/\sqrt v$. Then $B=ct/\sqrt v$ and $K=c^2t^2/v$. Replacing the density $c^2$ by a negative number makes $K$ negative when $t\ne0$, so positivity does depend on the form of $D$.

## Where the fitted exchange vanishes

The metric condition is used a second time to find the zeros of the quadratic form. Let $u_i^P=\sum_{ml}x_mC_{li}T_{ml}^P$, the three-index integral of the product of $x$ with orbital $i$. Then $\sum_mx_mB_{mi}^R=\sum_Pu_i^PW_{PR}$. If the form is zero, every square is zero, so $u_i^TW=0$ and $u_i^T=u_i^TWW^TV=0$. The converse is immediate. The theorem is stated for the integrals $u_i$; since $V$ is invertible, they vanish exactly when the fitting coefficients $V^{-1}u_i$ do.

```lean
/-- If `W Wᵀ V = 1`, the exchange quadratic form vanishes on a vector `x` exactly when the tensor
`T`, contracted with `x` and any column of `C`, is zero for every auxiliary index. -/
theorem exchange_form_eq_zero_iff (hW : W * Wᵀ * V = 1) (C : Matrix ν o ℝ) (x : ν → ℝ) :
    x ⬝ᵥ exchange T V (C * Cᵀ) *ᵥ x = 0 ↔
      ∀ i P, ∑ m, ∑ l, x m * C l i * T m l P = 0 := by
  let u : o → α → ℝ := fun i P => ∑ m, ∑ l, x m * C l i * T m l P
  have hu : ∀ i R, ∑ m, x m * halfTransformed T W C m i R = (u i ᵥ* W) R := by
    intro i R
    simp only [u, Matrix.vecMul, dotProduct, halfTransformed, Finset.mul_sum, Finset.sum_mul]
    symm
    refine Finset.sum_comm.trans (Finset.sum_congr rfl fun m _ => ?_)
    refine Finset.sum_comm.trans (Finset.sum_congr rfl fun l _ => ?_)
    exact Finset.sum_congr rfl fun P _ => by ring
  rw [exchange_quadratic_form hW]
  simp only [hu]
  constructor
  · intro h i P
    have hi := (Finset.sum_eq_zero_iff_of_nonneg
      (fun i _ => Finset.sum_nonneg fun R _ => sq_nonneg ((u i ᵥ* W) R))).mp h i
      (Finset.mem_univ i)
    have h0 : u i ᵥ* W = 0 := by
      funext R
      exact pow_eq_zero_iff two_ne_zero |>.mp ((Finset.sum_eq_zero_iff_of_nonneg
        (fun R _ => sq_nonneg ((u i ᵥ* W) R))).mp hi R (Finset.mem_univ R))
    -- the factor `W` loses no information, since `W Wᵀ` is invertible
    have h1 : u i = 0 := by
      calc u i = u i ᵥ* (W * Wᵀ * V) := by rw [hW, Matrix.vecMul_one]
        _ = (u i ᵥ* W) ᵥ* (Wᵀ * V) := by rw [Matrix.vecMul_vecMul, Matrix.mul_assoc]
        _ = 0 := by rw [h0, Matrix.zero_vecMul]
    exact congrFun h1 P
  · intro h
    have h1 : ∀ i, u i = 0 := fun i => funext fun P => h i P
    simp [h1]
```

Taking $x$ to be column $j$ of $C$ and summing over $j$ gives

$$\sum_{mn}D_{mn}K_{mn}=\sum_{jiR}\Big(\sum_mC_{mj}B_{mi}^R\Big)^2\ge0 .$$

The exchange energy is the sum of this contraction over the two spin densities, with a negative prefactor, so in this real, finite model the fitted exchange energy is never positive. The proof recognises each summand over $j$ as a quadratic form and then reorders the sums.

The factorized integrals give a neighbouring result for the Coulomb contraction, $\sum_{mlns}D_{ml}D_{ns}(ml,ns)=\sum_R\big(\sum_{ml}D_{ml}b_{ml}^R\big)^2\ge0$, for any real $D$; the code contains no theorem for it.

```lean
/-- The contraction of the density `C Cᵀ` with its fitted exchange matrix is the sum of squares
of the fully transformed three-index tensor. -/
theorem exchange_contraction (hW : W * Wᵀ * V = 1) (C : Matrix ν o ℝ) :
    ∑ m, ∑ n, (C * Cᵀ) m n * exchange T V (C * Cᵀ) m n =
      ∑ j, ∑ i, ∑ R, (∑ m, C m j * halfTransformed T W C m i R) ^ 2 := by
  have h : ∀ j, ∑ i, ∑ R, (∑ m, C m j * halfTransformed T W C m i R) ^ 2 =
      (fun m => C m j) ⬝ᵥ exchange T V (C * Cᵀ) *ᵥ (fun m => C m j) :=
    fun j => (exchange_quadratic_form hW C fun m => C m j).symm
  simp only [h]
  generalize exchange T V (C * Cᵀ) = K
  simp only [dotProduct, Matrix.mulVec, Matrix.mul_apply, Matrix.transpose_apply,
    Finset.mul_sum, Finset.sum_mul]
  symm
  refine Finset.sum_comm.trans (Finset.sum_congr rfl fun m _ => ?_)
  refine Finset.sum_comm.trans (Finset.sum_congr rfl fun n _ => ?_)
  exact Finset.sum_congr rfl fun j _ => by ring

end

end DensityFittedExchange
```

```lean
#print axioms DensityFittedExchange.posDef_iff_exists_factor
-- 'DensityFittedExchange.posDef_iff_exists_factor' depends on axioms: [propext, Classical.choice, Quot.sound]
#print axioms DensityFittedExchange.exchange_posSemidef
-- 'DensityFittedExchange.exchange_posSemidef' depends on axioms: [propext, Classical.choice, Quot.sound]
#print axioms DensityFittedExchange.exchange_form_eq_zero_iff
-- 'DensityFittedExchange.exchange_form_eq_zero_iff' depends on axioms: [propext, Classical.choice, Quot.sound]
#print axioms DensityFittedExchange.exchange_contraction
-- 'DensityFittedExchange.exchange_contraction' depends on axioms: [propext, Classical.choice, Quot.sound]
```
